# Inverse participation ratio and mean position of the geometric SSH edge profile

After diagonalising an open Su–Schrieffer–Heeger (SSH) chain, one can reduce a state localised at one end to two numbers, its inverse participation ratio (IPR) and its mean distance from that end, and compare them with closed forms. For a non-interacting, half-infinite chain with uniform real hoppings $v$ inside a cell and $w$ between cells, and with $|v|<|w|$, every nonzero zero-energy state has

$$\mathrm{IPR}=\frac{w^2-v^2}{w^2+v^2},\qquad \langle j\rangle=\frac{v^2}{w^2-v^2},$$

where $j=0,1,2,\dots$ counts cells from the open end. Both values follow from geometric series once the state is known to be a geometric sequence.

```lean
import Mathlib

open scoped BigOperators

namespace SSHEdgeShape

noncomputable section
```

## The half-infinite chain

Each cell $j$ holds a site A with amplitude $a_j$ and a site B with amplitude $b_j$. Site A of cell $j$ is bonded to B of the same cell by $v$ and to B of cell $j-1$ by $w$, so the Hamiltonian $H$ acts on a state $\psi=(a,b)$ as

$$(H\psi)_A(j)=v\,b_j+w\,b_{j-1},\qquad (H\psi)_B(j)=v\,a_j+w\,a_{j+1}.$$

The condition $b_{-1}=0$ stands for the cut: the chain begins on an A site that has no bond to its left. The function `leftNeighbour` is the shifted sequence $b_{j-1}$ with this condition built in.

```lean
/-- Amplitude in the cell to the left; it vanishes at the open end of the chain. -/
def leftNeighbour (b : ℕ → ℂ) : ℕ → ℂ
  | 0 => 0
  | j + 1 => b j
```

A state is a pair of arbitrary complex sequences, `ψ.1` for $a$ and `ψ.2` for $b$. Square summability is not part of the type, so `sshH` is a map on all sequences and not an operator on a Hilbert space. There are no on-site energies.

```lean
/-- SSH Hamiltonian of the half-infinite chain with intracell hopping `v` and intercell
hopping `w`, acting on the pair of amplitudes on sublattices A and B. -/
def sshH (v w : ℝ) (ψ : (ℕ → ℂ) × (ℕ → ℂ)) : (ℕ → ℂ) × (ℕ → ℂ) :=
  (fun j => v * ψ.2 j + w * leftNeighbour ψ.2 j, fun j => v * ψ.1 j + w * ψ.1 (j + 1))
```

The candidate edge state is $a_j=c\,r^j$ with complex amplitude $c$ and complex ratio $r$. At $r=0$ the convention $r^0=1$ gives $a_0=c$ and zero in all other cells.

```lean
/-- Geometric profile `a_j = c r^j` over the cells `j ≥ 0`. -/
def profile (c r : ℂ) (j : ℕ) : ℂ := c * r ^ j
```

## Weight, density and shape measures

The sequences are not normalised, so the measures divide by the total weight $W=\sum_j|a_j|^2$.

```lean
/-- Total weight `∑ |a_j|²`. -/
def weight (a : ℕ → ℂ) : ℝ := ∑' j, ‖a j‖ ^ 2
```

For a state with no amplitude on sublattice B, the case needed below, the probability of finding the particle in cell $j$ is $\rho_j=|a_j|^2/W$.

```lean
/-- Normalized density `|a_j|² / ∑ |a_k|²`. -/
def density (a : ℕ → ℂ) (j : ℕ) : ℝ := ‖a j‖ ^ 2 / weight a
```

The IPR is $\sum_j|a_j|^4/W^2$, which is $\sum_j\rho_j^2$. It equals $1$ for a state in a single cell and $1/N$ for a state spread evenly over $N$ cells.

```lean
/-- Inverse participation ratio `∑ |a_j|⁴ / (∑ |a_j|²)²`. -/
def ipr (a : ℕ → ℂ) : ℝ := (∑' j, ‖a j‖ ^ 4) / weight a ^ 2
```

The mean position $\langle j\rangle=\sum_j j\rho_j$ is measured in cells, with the first cell at $0$.

```lean
/-- Mean cell position in the normalized density. -/
def meanPos (a : ℕ → ℂ) : ℝ := ∑' j : ℕ, (j : ℝ) * density a j
```

The variance is $\sigma^2=\sum_j(j-\langle j\rangle)^2\rho_j$.

```lean
/-- Variance of the cell position in the normalized density. -/
def varPos (a : ℕ → ℂ) : ℝ := ∑' j : ℕ, ((j : ℝ) - meanPos a) ^ 2 * density a j
```

In Lean the infinite sum `∑'` returns $0$ for a divergent series, so these definitions have their physical meaning only where convergence is known, and, since division by $0$ also returns $0$, where $W\neq0$. For that reason the underlying series are first proved in `hasSum_profile` and `geometric_moments` with `HasSum`, which includes convergence; the later theorems are stated with `∑'` and take their values from these convergent series.

## Solutions of $H\psi=0$

Take $w\neq0$, so that neighbouring cells are coupled. The A rows of $H\psi=0$ read $v\,b_0=0$ at the end and $v\,b_{j+1}+w\,b_j=0$ for all $j$. If $v\neq0$, the first gives $b_0=0$, and the second passes the zero from each cell to the next. If $v=0$, the second alone gives $w\,b_j=0$. Either way $b=0$. The B rows read $v\,a_j+w\,a_{j+1}=0$, so $a_{j+1}=r\,a_j$ with $r=-v/w$, and by induction $a_j=a_0r^j$. Conversely, with $b=0$ the A rows vanish, and the B rows give $a_0r^j(v+wr)=0$.

The theorem `zero_mode_iff` states this equivalence for all real $v$ and all $w\ne0$, whether or not the solution decays. The proof keeps only the relation $wr=-v$, named `hr`, and forgets the quotient. The three families of rows are `hA0`, `hA` and `hB`. The case split on $v$ is in `hb` and the induction for $a$ is in `ha`. Each `mul_left_cancel₀` is a division by $v$ or $w$, and each `linear_combination` names the equations (rows, `hr`, the case assumption on $v$, induction hypotheses or values of the profile) that are combined, with their coefficients, to obtain the goal.

```lean
/-- For `w ≠ 0`, a state is annihilated by the SSH Hamiltonian exactly when it vanishes on
sublattice B and is the geometric profile with ratio `-v/w` on sublattice A. -/
theorem zero_mode_iff {v w : ℝ} (hw : w ≠ 0) (a b : ℕ → ℂ) :
    sshH v w (a, b) = 0 ↔ b = 0 ∧ a = profile (a 0) (-(v : ℂ) / w) := by
  have hw' : (w : ℂ) ≠ 0 := by exact_mod_cast hw
  have hr : (w : ℂ) * (-(v : ℂ) / w) = -v := by field_simp
  generalize (-(v : ℂ) / w) = r at hr ⊢
  constructor
  · intro h
    have hA0 : (v : ℂ) * b 0 + w * 0 = 0 := congrFun (congrArg Prod.fst h) 0
    have hA : ∀ j, (v : ℂ) * b (j + 1) + w * b j = 0 :=
      fun j => congrFun (congrArg Prod.fst h) (j + 1)
    have hB : ∀ j, (v : ℂ) * a j + w * a (j + 1) = 0 :=
      fun j => congrFun (congrArg Prod.snd h) j
    -- the open end forces the B amplitudes to vanish
    have hb : ∀ j, b j = 0 := by
      intro j
      by_cases hv : (v : ℂ) = 0
      · apply mul_left_cancel₀ hw'
        linear_combination hA j - b (j + 1) * hv
      · induction j with
        | zero =>
          apply mul_left_cancel₀ hv
          linear_combination hA0
        | succ n ih =>
          apply mul_left_cancel₀ hv
          linear_combination hA n - w * ih
    -- the A amplitudes obey a_{j+1} = r a_j
    have ha : ∀ j, a j = a 0 * r ^ j := by
      intro j
      induction j with
      | zero => simp
      | succ n ih =>
        have e : a (n + 1) = r * a n := by
          apply mul_left_cancel₀ hw'
          linear_combination hB n - a n * hr
        linear_combination e + r * ih
    exact ⟨funext hb, funext ha⟩
  · rintro ⟨rfl, ha⟩
    refine Prod.ext (funext fun j => ?_) (funext fun j => ?_)
    · cases j <;> simp [sshH, leftNeighbour]
    · have h1 : a j = a 0 * r ^ j := congrFun ha j
      have h2 : a (j + 1) = a 0 * r ^ (j + 1) := congrFun ha (j + 1)
      show (v : ℂ) * a j + w * a (j + 1) = 0
      linear_combination v * h1 + w * h2 + a 0 * r ^ j * hr
```

## Geometric sums of the profile

The phases of $c$ and $r$ drop out of the weight, the density, the IPR, the mean and the variance, because for any natural number $p$

$$|a_j|^p=|c|^p\,(|r|^p)^j .$$

```lean
/-- Powers of the modulus of the profile are geometric: `|a_j|^p = |c|^p (|r|^p)^j`. -/
theorem norm_pow_profile (c r : ℂ) (j p : ℕ) :
    ‖profile c r j‖ ^ p = ‖c‖ ^ p * (‖r‖ ^ p) ^ j := by
  rw [profile, norm_mul, norm_pow]
  ring
```

With $p=2$ and $c\neq0$, the weight is $|c|^2$ times a geometric series of ratio $|r|^2$. It converges exactly when $|r|^2<1$, that is when $|r|<1$. For the zero mode this is the condition $|v|<|w|$: the chain starts with the weaker bond. The proof of `normalisable_iff` strips off the factor $|c|^2$, applies the convergence criterion for geometric series, and lets `nlinarith` pass between $|r|^2<1$ and $|r|<1$.

```lean
/-- A profile with nonzero amplitude is square summable exactly when `|r| < 1`. -/
theorem normalisable_iff {c : ℂ} (hc : c ≠ 0) (r : ℂ) :
    Summable (fun j => ‖profile c r j‖ ^ 2) ↔ ‖r‖ < 1 := by
  have hc2 : ‖c‖ ^ 2 ≠ 0 := pow_ne_zero _ (norm_ne_zero_iff.mpr hc)
  simp only [norm_pow_profile]
  rw [summable_mul_left_iff hc2, summable_geometric_iff_norm_lt_one,
    Real.norm_of_nonneg (sq_nonneg _)]
  constructor <;> intro h <;> nlinarith [norm_nonneg r]
```

For $|r|<1$ and $p\ge1$ the ratio $|r|^p$ lies in $[0,1)$, and

$$\sum_j|a_j|^p=\frac{|c|^p}{1-|r|^p}.$$

The hypothesis `p ≠ 0` excludes the series of ones. The proof is the geometric sum multiplied by the constant $|c|^p$ through `mul_left`.

```lean
/-- For `|r| < 1` and `p ≥ 1` the series `∑ |a_j|^p` converges to `|c|^p / (1 - |r|^p)`. -/
theorem hasSum_profile (c : ℂ) {r : ℂ} (hr : ‖r‖ < 1) {p : ℕ} (hp : p ≠ 0) :
    HasSum (fun j => ‖profile c r j‖ ^ p) (‖c‖ ^ p / (1 - ‖r‖ ^ p)) := by
  simp only [norm_pow_profile, div_eq_mul_inv]
  exact (hasSum_geometric_of_lt_one (by positivity)
    (pow_lt_one₀ (norm_nonneg _) hr hp)).mul_left _
```

## The geometric distribution over cells

Write $q=|r|^2$. The weight is $W=|c|^2/(1-q)$, so the normalised state has $|c|^2=1-q$, and for any $c\neq0$

$$\rho_j=\frac{|c|^2q^j}{|c|^2/(1-q)}=(1-q)\,q^j .$$

The ratio in the density is $q=|r|^2$ and not $|r|$. Weighting the positions with $|a_j|$ in place of $|a_j|^2$ is a slip that yields formulas of the same shape, such as $|r|/(1-|r|)$ for the mean; at $|r|=1/2$ this gives $1$, where the density gives $1/3$.

```lean
/-- The normalized density of the profile is `(1 - q) q^j` with `q = |r|²`. -/
theorem density_profile {c r : ℂ} (hc : c ≠ 0) (hr : ‖r‖ < 1) (j : ℕ) :
    density (profile c r) j = (1 - ‖r‖ ^ 2) * (‖r‖ ^ 2) ^ j := by
  have hc2 : ‖c‖ ^ 2 ≠ 0 := pow_ne_zero _ (norm_ne_zero_iff.mpr hc)
  unfold density weight
  rw [(hasSum_profile c hr two_ne_zero).tsum_eq, norm_pow_profile, div_div_eq_mul_div,
    div_eq_iff hc2]
  ring
```

The moments need three series, valid for $0\le q<1$:

$$\sum_j q^j=\frac1{1-q},\qquad \sum_j j\,q^j=\frac{q}{(1-q)^2},\qquad \sum_j\binom{j+2}{2}q^j=\frac1{(1-q)^3}.$$

Multiplying the first two by $1-q$ gives $\sum_j\rho_j=1$ and the mean $m=q/(1-q)$. For the variance, $2\binom{j+2}{2}=j^2+3j+2$, so

$$(j-m)^2=2\binom{j+2}{2}-(3+2m)\,j+(m^2-2).$$

Summing against $(1-q)q^j$ gives

$$\frac{2}{(1-q)^2}-(3+2m)\,m+m^2-2=\frac{2-3q(1-q)-q^2-2(1-q)^2}{(1-q)^2}=\frac{q}{(1-q)^2}.$$

In `geometric_moments` the three series are `s0`, `s1` and `s2`, taken from Mathlib. The helper `key` transfers a convergent sum to a series with the same terms and the same value written differently, so each of the three claims reduces to one identity between terms and one between values. For the variance, the first is the decomposition of $(j-m)^2$, closed by `ring` after `Nat.cast_choose_two` expands the binomial, and the second is the last displayed line.

```lean
/-- For `0 ≤ q < 1` the distribution `(1 - q) q^j` has total weight one, mean `q/(1 - q)` and
variance `q/(1 - q)²`, all three series converging. -/
theorem geometric_moments {q : ℝ} (h0 : 0 ≤ q) (h1 : q < 1) :
    HasSum (fun j : ℕ => (1 - q) * q ^ j) 1 ∧
    HasSum (fun j : ℕ => (j : ℝ) * ((1 - q) * q ^ j)) (q / (1 - q)) ∧
    HasSum (fun j : ℕ => ((j : ℝ) - q / (1 - q)) ^ 2 * ((1 - q) * q ^ j)) (q / (1 - q) ^ 2) := by
  have hn : ‖q‖ < 1 := by rwa [Real.norm_of_nonneg h0]
  have hd : 1 - q ≠ 0 := by linarith
  have s0 := hasSum_geometric_of_lt_one h0 h1
  have s1 := hasSum_coe_mul_geometric_of_norm_lt_one hn
  have s2 := hasSum_choose_mul_geometric_of_norm_lt_one 2 hn
  have key : ∀ {f g : ℕ → ℝ} {x y : ℝ}, HasSum f x → (∀ n, g n = f n) → y = x → HasSum g y := by
    intro f g x y h hf hx
    rw [funext hf, hx]
    exact h
  refine ⟨?_, ?_, ?_⟩
  · exact key (s0.mul_left (1 - q)) (fun _ => rfl) (mul_inv_cancel₀ hd).symm
  · refine key (s1.mul_left (1 - q)) (fun n => ?_) ?_
    · ring
    · field_simp
  · -- (j - m)² = 2 C(j+2, 2) - (3 + 2m) j + (m² - 2)
    refine key ((((s2.mul_left 2).add (s1.mul_left (-3 - 2 * (q / (1 - q))))).add
      (s0.mul_left ((q / (1 - q)) ^ 2 - 2))).mul_left (1 - q)) (fun n => ?_) ?_
    · simp only [Nat.cast_choose_two]
      push_cast
      ring
    · field_simp
      ring
```

## Closed forms for the profile

With $p=4$ and $p=2$ in the geometric sum, and $1-q^2=(1-q)(1+q)$,

$$\mathrm{IPR}=\frac{|c|^4/(1-q^2)}{|c|^4/(1-q)^2}=\frac{1-q}{1+q}.$$

The mean and variance are those of the distribution $(1-q)q^j$. Since $1+2\langle j\rangle=(1+q)/(1-q)$, the two main measures are tied by

$$\mathrm{IPR}\,(1+2\langle j\rangle)=1 .$$

The relation contains neither $q$ nor $c$, so it can be tested on computed A amplitudes without fitting a decay rate, provided that the cells are counted from $0$ and that the profile has decayed to a negligible value before the far end of the chain.

In words, `edge_profile_measures` says that for complex $c\neq0$ and complex $r$ with $|r|<1$ the profile has IPR $(1-q)/(1+q)$, mean $q/(1-q)$, variance $q/(1-q)^2$, and satisfies the product relation. The hypothesis $c\ne0$ excludes the zero vector, which has no density. At $r=0$ the values are $1$, $0$ and $0$, as for a state in one cell. In the proof, `hi` inserts the two sums and the factorisation, while `hm` and the variance step rewrite the density with `density_profile` and read off `m1` and `m2`.

```lean
/-- For `c ≠ 0`, `|r| < 1` and `q = |r|²`, the profile `c r^j` has inverse participation ratio
`(1 - q)/(1 + q)`, mean position `q/(1 - q)`, variance `q/(1 - q)²`, and `IPR (1 + 2⟨j⟩) = 1`. -/
theorem edge_profile_measures {c r : ℂ} (hc : c ≠ 0) (hr : ‖r‖ < 1) :
    ipr (profile c r) = (1 - ‖r‖ ^ 2) / (1 + ‖r‖ ^ 2) ∧
    meanPos (profile c r) = ‖r‖ ^ 2 / (1 - ‖r‖ ^ 2) ∧
    varPos (profile c r) = ‖r‖ ^ 2 / (1 - ‖r‖ ^ 2) ^ 2 ∧
    ipr (profile c r) * (1 + 2 * meanPos (profile c r)) = 1 := by
  have hq : ‖r‖ ^ 2 < 1 := pow_lt_one₀ (norm_nonneg _) hr two_ne_zero
  have hc' : ‖c‖ ≠ 0 := norm_ne_zero_iff.mpr hc
  have hd : 1 - ‖r‖ ^ 2 ≠ 0 := by linarith
  have hs : 1 + ‖r‖ ^ 2 ≠ 0 := by positivity
  obtain ⟨-, m1, m2⟩ := geometric_moments (sq_nonneg ‖r‖) hq
  have hi : ipr (profile c r) = (1 - ‖r‖ ^ 2) / (1 + ‖r‖ ^ 2) := by
    unfold ipr weight
    rw [(hasSum_profile c hr two_ne_zero).tsum_eq, (hasSum_profile c hr four_ne_zero).tsum_eq,
      show 1 - ‖r‖ ^ 4 = (1 - ‖r‖ ^ 2) * (1 + ‖r‖ ^ 2) by ring]
    field_simp
  have hm : meanPos (profile c r) = ‖r‖ ^ 2 / (1 - ‖r‖ ^ 2) := by
    unfold meanPos
    simp only [density_profile hc hr]
    exact m1.tsum_eq
  refine ⟨hi, hm, ?_, ?_⟩
  · unfold varPos
    simp only [density_profile hc hr, hm]
    exact m2.tsum_eq
  · rw [hi, hm]
    field_simp
    ring
```

The same geometric sum at $p=2n$ would give the higher participation sums $\sum_j\rho_j^{\,n}=(1-q)^n/(1-q^n)$ for integers $n\ge1$, which reduce to the normalisation at $n=1$ and to the IPR at $n=2$; none of the theorems states this general formula.

For real $r$ and $c=1$ the moduli are unnecessary in even powers, since $|r|^2=r^2$ and $|r|^4=r^4$. The theorem `real_profile_measures` writes the sums out without the definitions: for $|r|<1$,

$$\frac{\sum_j (r^j)^4}{\big(\sum_j (r^j)^2\big)^2}=\frac{1-r^2}{1+r^2},\qquad \sum_j j\,\frac{(r^j)^2}{\sum_k (r^k)^2}=\frac{r^2}{1-r^2}.$$

Negative $r$, which occurs when $v$ and $w$ have the same sign, is included. The facts `e2` and `e4` identify the complex terms with the real ones, and the complex theorem is then unfolded.

```lean
/-- For real `r` with `|r| < 1` and `a_j = r^j`: `∑ a_j⁴ / (∑ a_j²)² = (1 - r²)/(1 + r²)`, and
the mean position in the normalized density is `r²/(1 - r²)`. -/
theorem real_profile_measures {r : ℝ} (hr : |r| < 1) :
    (∑' j : ℕ, (r ^ j) ^ 4) / (∑' j : ℕ, (r ^ j) ^ 2) ^ 2 = (1 - r ^ 2) / (1 + r ^ 2) ∧
    ∑' j : ℕ, (j : ℝ) * ((r ^ j) ^ 2 / ∑' k : ℕ, (r ^ k) ^ 2) = r ^ 2 / (1 - r ^ 2) := by
  have hn : ‖(r : ℂ)‖ = |r| := by rw [Complex.norm_real, Real.norm_eq_abs]
  have n2 : ‖(r : ℂ)‖ ^ 2 = r ^ 2 := by rw [hn, sq_abs]
  have n4 : ‖(r : ℂ)‖ ^ 4 = r ^ 4 := by
    linear_combination (‖(r : ℂ)‖ ^ 2 + r ^ 2) * n2
  have e2 : ∀ j, ‖profile 1 r j‖ ^ 2 = (r ^ j) ^ 2 := fun j => by
    rw [norm_pow_profile, n2, norm_one]
    ring
  have e4 : ∀ j, ‖profile 1 r j‖ ^ 4 = (r ^ j) ^ 4 := fun j => by
    rw [norm_pow_profile, n4, norm_one]
    ring
  obtain ⟨h1, h2, -⟩ :=
    edge_profile_measures (c := 1) (r := r) one_ne_zero (by rw [hn]; exact hr)
  simp only [ipr, meanPos, density, weight, e2, e4, n2] at h1 h2
  exact ⟨h1, h2⟩
```

## The zero mode for $|v|<|w|$

The inequality $|v|<|w|$ forces $w\neq0$, so any solution of $H\psi=0$ has $b=0$ and $a_j=a_0(-v/w)^j$. If $a_0$ were zero the whole state would vanish, so a nonzero solution has $a_0\neq0$. Then $|r|=|v|/|w|<1$ and $q=v^2/w^2$, and multiplying numerator and denominator by $w^2$ gives

$$\frac{1-v^2/w^2}{1+v^2/w^2}=\frac{w^2-v^2}{w^2+v^2},\qquad \frac{v^2/w^2}{1-v^2/w^2}=\frac{v^2}{w^2-v^2}.$$

The theorem `ssh_zero_mode_measures` assumes only the inequality, the equation `sshH v w (a, b) = 0` and `(a, b) ≠ 0`. The geometric form is derived, not assumed. The measures are applied to the A amplitudes `a`, which carry the whole state because `b = 0` is part of the conclusion. In the proof, `h0` is the argument for $a_0\ne0$, `n2` is $q=v^2/w^2$, and the last two lines clear the factor $w^2$.

The statement concerns the shape of the exact zero-energy solution and nothing else of SSH physics: the bulk bands, the gap, the winding number and the stability of the mode under disorder do not enter. A finite chain has a second end with its own boundary condition, and the deviation of its eigenvectors from these values is not estimated. It need not be small: a finite chain of whole cells with $v\neq0$ has no state of exactly zero energy, and each of its eigenvectors carries equal weight on A and B, so the near-zero ones are shared between the two ends.

```lean
/-- For `|v| < |w|` every nonzero zero-energy state vanishes on sublattice B, and its A part
has inverse participation ratio `(w² - v²)/(w² + v²)` and mean position `v²/(w² - v²)`. -/
theorem ssh_zero_mode_measures {v w : ℝ} (hvw : |v| < |w|) {a b : ℕ → ℂ}
    (h : sshH v w (a, b) = 0) (hne : (a, b) ≠ 0) :
    b = 0 ∧ ipr a = (w ^ 2 - v ^ 2) / (w ^ 2 + v ^ 2) ∧ meanPos a = v ^ 2 / (w ^ 2 - v ^ 2) := by
  have hwp : 0 < |w| := lt_of_le_of_lt (abs_nonneg v) hvw
  have hw : w ≠ 0 := abs_pos.mp hwp
  have hw2 : w ^ 2 ≠ 0 := pow_ne_zero _ hw
  obtain ⟨hb, ha⟩ := (zero_mode_iff hw a b).mp h
  -- a nonzero zero mode has nonzero amplitude in the first cell
  have h0 : a 0 ≠ 0 := by
    intro h0
    apply hne
    rw [h0] at ha
    refine Prod.ext (funext fun j => ?_) hb
    have hj := congrFun ha j
    simpa [profile] using hj
  have hn : ‖-(v : ℂ) / w‖ = |v| / |w| := by simp
  have n2 : ‖-(v : ℂ) / w‖ ^ 2 = v ^ 2 / w ^ 2 := by rw [hn, div_pow, sq_abs, sq_abs]
  obtain ⟨h1, h2, -⟩ := edge_profile_measures (r := -(v : ℂ) / w) h0
    (by rw [hn, div_lt_one hwp]; exact hvw)
  rw [← ha, n2] at h1 h2
  refine ⟨hb, ?_, ?_⟩
  · rw [h1, one_sub_div hw2, one_add_div hw2, div_div_div_cancel_right₀ hw2]
  · rw [h2, one_sub_div hw2, div_div_div_cancel_right₀ hw2]
```

## The chain with $v=1$, $w=2$

A concrete state meets all the hypotheses: `ssh_zero_mode_witness` shows that $|1|<|2|$, that $a_j=(-1/2)^j$ with $b=0$ is annihilated by $H$, and that it is nonzero because $a_0=1$. Here $q=1/4$ and $W=4/3$, so the normalised amplitudes are $\tfrac{\sqrt3}{2}(-\tfrac12)^j$ and $\rho_j=\tfrac34\,4^{-j}$. Substituting in the closed forms gives IPR $=3/5$, $\langle j\rangle=1/3$ and $\sigma^2=4/9$, and $\tfrac35\,(1+\tfrac23)=1$.

```lean
/-- With `v = 1`, `w = 2` the state `a_j = (-1/2)^j`, `b_j = 0` is a nonzero zero-energy state,
and `|v| < |w|`. -/
theorem ssh_zero_mode_witness :
    |(1 : ℝ)| < |(2 : ℝ)| ∧ sshH 1 2 (profile 1 (-1 / 2), 0) = 0 ∧
    ((profile 1 (-1 / 2), 0) : (ℕ → ℂ) × (ℕ → ℂ)) ≠ 0 := by
  refine ⟨by norm_num, (zero_mode_iff two_ne_zero _ _).mpr ⟨rfl, ?_⟩, fun h => ?_⟩
  · funext j
    simp [profile]
  · have h0 := congrFun (congrArg Prod.fst h) 0
    simp [profile] at h0

end

end SSHEdgeShape
```

```lean
#print axioms SSHEdgeShape.normalisable_iff
-- 'SSHEdgeShape.normalisable_iff' depends on axioms: [propext, Classical.choice, Quot.sound]
#print axioms SSHEdgeShape.edge_profile_measures
-- 'SSHEdgeShape.edge_profile_measures' depends on axioms: [propext, Classical.choice, Quot.sound]
#print axioms SSHEdgeShape.real_profile_measures
-- 'SSHEdgeShape.real_profile_measures' depends on axioms: [propext, Classical.choice, Quot.sound]
#print axioms SSHEdgeShape.ssh_zero_mode_measures
-- 'SSHEdgeShape.ssh_zero_mode_measures' depends on axioms: [propext, Classical.choice, Quot.sound]
```
